# Exponential mesh convergence of the classical mean-square displacement in a pinned harmonic chain

## Choosing the number of wave numbers

To compute a thermal mean-square displacement from lattice vibrations, one samples the modes on a mesh of wave numbers and refines it until the result settles. For a classical harmonic chain with on-site pinning and nearest-neighbour springs, both with positive force constants, the required number of points $N$ can be found in advance: a Γ-centred mesh always gives too large a value, and the excess falls off as $r^N$, with $r$ fixed by the two force constants.

For example, pinning $g=1/2$ and spring constant $k=1$ give $r=1/2$ and a relative error of $2/(2^N-1)$, which is about 0.2% at $N=10$.

## Forces, modes and equipartition

Let $u_n$ be the displacement of atom $n$. The pinning constant $g$ is the curvature of the substrate potential, and $k$ is the stiffness of each spring. The force is

$$F_n=-g\,u_n+k(u_{n+1}-u_n)+k(u_{n-1}-u_n).$$

For a wave $u_n=\cos(qn+\varphi)$, the addition theorem gives $u_{n+1}+u_{n-1}=2\cos q\;u_n$. Hence $F_n=-K(q)\,u_n$ with

$$K(q)=g+2k(1-\cos q).$$

Classical equipartition at thermal energy $T$ (Boltzmann's constant included) gives each mode the weight $T/K(q)$. This is the mode's contribution to the mean-square displacement of an atom, before averaging over the modes. The mesh and infinite-chain mean-square displacements (called displacements for short below) are

$$M_N=\frac1N\sum_{m=0}^{N-1}\frac{T}{K(2\pi m/N)},\qquad B=\frac1{2\pi}\int_0^{2\pi}\frac{T}{K(q)}\,dq .$$

## The closed forms and what they assume

Write $S=\sqrt{g^2+4gk}$, and let $r\in(0,1)$ solve $kr^2-(g+2k)r+k=0$. For $g,k>0$ and $N\ge1$,

$$M_N=\frac{T(1+r^N)}{(1-r^N)S},\qquad B=\frac TS,$$

and for $T>0$ also

$$B<M_N,\qquad M_N-B\le\frac{2B}{1-r}\,r^N .$$

In Lean, `force` acts on displacement fields `u : ℤ → ℝ`, so the chain is infinite and the lattice spacing is 1. `stiffness` is $K$, `meshDisplacement` is $M_N$, `bulkDisplacement` is $B$ as a genuine integral, and `decayFactor` is the explicit root $r$. The name comes from statics: setting $F_n=0$ for $u_n=r^n$ gives the quadratic above, its characteristic equation, so the static displacement caused by a point force shrinks by the factor $r$ per site. The condition $N\ge1$ appears as `N ≠ 0`.

The theorem `meshDisplacement_eq` accepts any root $r$ in $(0,1)$; together with $k>0$, this already forces $g>0$. `mesh_overestimates` contains the two inequalities.

The theorem `force_planeWave` derives the stiffness from the forces. Equipartition, by contrast, is built into the definitions of the displacements and not derived from a Boltzmann distribution. The model leaves out quantum zero-point motion, anharmonicity, longer-ranged springs and shifted meshes.

## From mode stiffness to Poisson kernel

The explicit root is $r=(g+2k-S)/(2k)$. Since $g^2<S^2<(g+2k)^2$, we have $g<S<g+2k$, and so $0<r<1$.

The quadratic gives $g+2k=k(1+r^2)/r$, hence

$$K(q)=\frac{k\,D(q)}r,\qquad D(q)=1-2r\cos q+r^2 .$$

It also gives $gr=k(1-r)^2$ and $(g+4k)r=k(1+r)^2$. Multiplying these and taking the positive root yields $S=k(1-r^2)/r$. Therefore

$$\frac T{K(q)}=\frac TS\,P_r(q),\qquad P_r(q)=\frac{1-r^2}{D(q)} .$$

## The sum over the mesh

The real part of $1/(1-re^{iq})$ is $(1-r\cos q)/D(q)$, so

$$P_r(q)=2\,\mathrm{Re}\,\frac1{1-re^{iq}}-1 .$$

Put $\zeta=e^{2\pi i/N}$. Because $(r\zeta^m)^N=r^N$, the finite geometric series gives

$$\frac1{1-r\zeta^m}=\frac1{1-r^N}\sum_{j=0}^{N-1}r^j\zeta^{jm}.$$

Summed over $m$, $\zeta^{jm}$ gives $N$ for $j=0$ and zero for $0<j<N$. The resolvents therefore add up to $N/(1-r^N)$, and

$$\sum_{m=0}^{N-1}P_r(2\pi m/N)=\frac{2N}{1-r^N}-N=\frac{N(1+r^N)}{1-r^N}.$$

Multiplying by $T/(NS)$ gives $M_N$.

## The zone integral and the error

Let $y=r\sin q/(1-r\cos q)$. Then

$$y'=\frac{r\cos q-r^2}{(1-r\cos q)^2},\qquad 1+y^2=\frac{D(q)}{(1-r\cos q)^2},$$

and so

$$\frac d{dq}\bigl(q+2\arctan y\bigr)=1+\frac{2(r\cos q-r^2)}{D(q)}=P_r(q).$$

Since $y$ vanishes at $0$ and $2\pi$, the integral of $P_r$ is $2\pi$, and $B=T/S$. Subtraction gives

$$M_N-B=\frac{2B\,r^N}{1-r^N}>0 .$$

For $N\ge1$ we have $r^N\le r$, so the denominator is at least $1-r$, which gives the stated bound.

## A stable chain whose mesh value is too small

Positive stiffness of every mode is not enough for overestimation. Take $g=8$ and $k=-1$. Then $K(q)=6+2\cos q$ lies between 4 and 8, yet the one-point mesh gives $T/8$, while the infinite chain has the larger value $T/\sqrt{32}$.

## The Lean file

```lean
import Mathlib

open scoped Real

namespace PinnedChain

noncomputable section

/-- Force on atom `n` of a chain with on-site pinning `g` and nearest-neighbour springs `k`. -/
def force (g k : ℝ) (u : ℤ → ℝ) (n : ℤ) : ℝ :=
  -(g * u n) + k * (u (n + 1) - u n) + k * (u (n - 1) - u n)

/-- Stiffness of the lattice wave with wave number `q`. -/
def stiffness (g k q : ℝ) : ℝ := g + 2 * k * (1 - Real.cos q)

/-- Classical mean-square displacement at thermal energy `T`, sampled on the Gamma-centred mesh of
`N ≥ 1` wave numbers `2πm/N`, for positive mode stiffnesses. -/
def meshDisplacement (T g k : ℝ) (N : ℕ) : ℝ :=
  (∑ m ∈ Finset.range N, T / stiffness g k (2 * π * m / N)) / N

/-- Classical mean-square displacement of the infinite chain at thermal energy `T`: the average over
the whole Brillouin zone, for positive mode stiffnesses. -/
def bulkDisplacement (T g k : ℝ) : ℝ :=
  (1 / (2 * π)) * ∫ q in (0 : ℝ)..(2 * π), T / stiffness g k q

/-- The factor per lattice site by which a static displacement decays away from a point force, for
`g > 0` and `k > 0`. -/
def decayFactor (g k : ℝ) : ℝ := (g + 2 * k - √(g ^ 2 + 4 * g * k)) / (2 * k)

/-- The Poisson kernel, for `|r| < 1`. -/
def poisson (r q : ℝ) : ℝ := (1 - r ^ 2) / (1 - 2 * r * Real.cos q + r ^ 2)

/-- In a plane wave of any phase, the force on each atom is minus the mode stiffness times the
displacement of that atom. -/
theorem force_planeWave (g k q φ : ℝ) (n : ℤ) :
    force g k (fun j => Real.cos (q * j + φ)) n
      = -(stiffness g k q * Real.cos (q * n + φ)) := by
  have h1 : Real.cos (q * ((n + 1 : ℤ) : ℝ) + φ)
      = Real.cos (q * n + φ) * Real.cos q - Real.sin (q * n + φ) * Real.sin q := by
    rw [← Real.cos_add]; congr 1; push_cast; ring
  have h2 : Real.cos (q * ((n - 1 : ℤ) : ℝ) + φ)
      = Real.cos (q * n + φ) * Real.cos q + Real.sin (q * n + φ) * Real.sin q := by
    rw [← Real.cos_sub]; congr 1; push_cast; ring
  simp only [force, stiffness]
  rw [h1, h2]
  ring

/-- For positive pinning and spring constants the decay factor lies strictly between 0 and 1 and
solves the characteristic equation of the static chain. -/
theorem decayFactor_spec {g k : ℝ} (hg : 0 < g) (hk : 0 < k) :
    0 < decayFactor g k ∧ decayFactor g k < 1 ∧
      k * decayFactor g k ^ 2 - (g + 2 * k) * decayFactor g k + k = 0 := by
  have hgk : 0 < g * k := mul_pos hg hk
  have hs : √(g ^ 2 + 4 * g * k) ^ 2 = g ^ 2 + 4 * g * k := Real.sq_sqrt (by positivity)
  have hs0 := Real.sqrt_nonneg (g ^ 2 + 4 * g * k)
  have h : decayFactor g k * (2 * k) = g + 2 * k - √(g ^ 2 + 4 * g * k) :=
    div_mul_cancel₀ _ (by positivity)
  have hlo : g < √(g ^ 2 + 4 * g * k) := by nlinarith
  have hhi : √(g ^ 2 + 4 * g * k) < g + 2 * k := by nlinarith [mul_pos hk hk]
  refine ⟨div_pos (by linarith) (by positivity), ?_, ?_⟩
  · exact (div_lt_one (by positivity)).2 (by linarith)
  · apply mul_left_cancel₀ (show 4 * k ≠ 0 by positivity)
    linear_combination (2 * k * decayFactor g k - (g + 2 * k) - √(g ^ 2 + 4 * g * k)) * h + hs

lemma denom_pos {r : ℝ} (hr : 0 < r) (hr1 : r < 1) (q : ℝ) :
    0 < 1 - 2 * r * Real.cos q + r ^ 2 := by
  have h1 := mul_nonneg hr.le (sub_nonneg.2 (Real.cos_le_one q))
  have h2 := pow_pos (sub_pos.2 hr1) 2
  nlinarith

lemma sqrt_eq {g k r : ℝ} (hk : 0 < k) (hr : 0 < r) (hr1 : r < 1)
    (h : k * r ^ 2 - (g + 2 * k) * r + k = 0) :
    √(g ^ 2 + 4 * g * k) = k * (1 - r ^ 2) / r := by
  have hc : 0 < 1 - r ^ 2 := by nlinarith
  have hgr : g * r = k * (1 - r) ^ 2 := by linear_combination -h
  have hsq : g ^ 2 + 4 * g * k = (k * (1 - r ^ 2) / r) ^ 2 := by
    rw [div_pow, eq_div_iff (by positivity)]
    linear_combination (g * r + k * (1 - r) ^ 2 + 4 * r * k) * hgr
  rw [hsq, Real.sqrt_sq (div_nonneg (mul_nonneg hk.le hc.le) hr.le)]

/-- The thermal weight of each mode is a constant, independent of the wave number, times a Poisson
kernel in the wave number, for `k > 0` and a root `r` in (0,1) of the characteristic equation. -/
theorem mode_eq_poisson {g k r : ℝ} (T q : ℝ) (hk : 0 < k) (hr : 0 < r) (hr1 : r < 1)
    (h : k * r ^ 2 - (g + 2 * k) * r + k = 0) :
    T / stiffness g k q = T / √(g ^ 2 + 4 * g * k) * poisson r q := by
  have hc : 1 - r ^ 2 ≠ 0 := by nlinarith
  have hst : stiffness g k q = k * (1 - 2 * r * Real.cos q + r ^ 2) / r := by
    rw [eq_div_iff hr.ne', stiffness]
    linear_combination -h
  have aux : ∀ D c : ℝ, D ≠ 0 → c ≠ 0 → T / (k * D / r) = T / (k * c / r) * (c / D) := by
    intro D c hD hc
    field_simp
  rw [hst, sqrt_eq hk hr hr1 h, poisson]
  exact aux _ _ (denom_pos hr hr1 q).ne' hc

lemma sum_resolvent {N : ℕ} (hN : N ≠ 0) {ζ r : ℂ} (hζ : IsPrimitiveRoot ζ N)
    (hr : 1 - r ^ N ≠ 0) :
    ∑ m ∈ Finset.range N, 1 / (1 - r * ζ ^ m) = N / (1 - r ^ N) := by
  -- each resolvent is a finite geometric series divided by `1 - r ^ N`
  have h1 : ∀ m ∈ Finset.range N, 1 / (1 - r * ζ ^ m)
      = (∑ j ∈ Finset.range N, r ^ j * (ζ ^ j) ^ m) / (1 - r ^ N) := by
    intro m _
    have geo := mul_neg_geom_sum (r * ζ ^ m) N
    have hp : (r * ζ ^ m) ^ N = r ^ N := by
      rw [mul_pow, ← pow_mul, mul_comm m N, pow_mul, hζ.pow_eq_one, one_pow, mul_one]
    rw [hp] at geo
    have hne : 1 - r * ζ ^ m ≠ 0 := by
      intro h0
      rw [h0, zero_mul] at geo
      exact hr geo.symm
    have hs : ∑ j ∈ Finset.range N, r ^ j * (ζ ^ j) ^ m
        = ∑ j ∈ Finset.range N, (r * ζ ^ m) ^ j := by
      refine Finset.sum_congr rfl fun j _ => ?_
      rw [mul_pow, ← pow_mul, ← pow_mul, mul_comm j m]
    rw [hs, div_eq_div_iff hne hr, one_mul, ← geo, mul_comm]
  rw [Finset.sum_congr rfl h1, ← Finset.sum_div, Finset.sum_comm]
  congr 1
  -- orthogonality of the roots of unity leaves only the constant term
  rw [Finset.sum_eq_single 0]
  · simp
  · intro j hj hj0
    have hx : 1 - ζ ^ j ≠ 0 := by
      intro h0
      have hd := hζ.dvd_of_pow_eq_one j (sub_eq_zero.1 h0).symm
      have := Nat.le_of_dvd (Nat.pos_of_ne_zero hj0) hd
      have := Finset.mem_range.1 hj
      omega
    have geo := mul_neg_geom_sum (ζ ^ j) N
    rw [← pow_mul, mul_comm j N, pow_mul, hζ.pow_eq_one, one_pow, sub_self] at geo
    rw [← Finset.mul_sum, (mul_eq_zero.1 geo).resolve_left hx, mul_zero]
  · intro h0
    exact absurd (Finset.mem_range.2 (Nat.pos_of_ne_zero hN)) h0

lemma poisson_eq_re {r : ℝ} (hr : 0 < r) (hr1 : r < 1) (q : ℝ) :
    poisson r q = 2 * (1 / (1 - (r : ℂ) * Complex.exp (q * Complex.I))).re - 1 := by
  have hD := (denom_pos hr hr1 q).ne'
  have hω : Complex.exp (q * Complex.I) = ⟨Real.cos q, Real.sin q⟩ :=
    Complex.ext (Complex.exp_ofReal_mul_I_re q) (Complex.exp_ofReal_mul_I_im q)
  have hre : (1 - (r : ℂ) * ⟨Real.cos q, Real.sin q⟩).re = 1 - r * Real.cos q := by simp
  have him : (1 - (r : ℂ) * ⟨Real.cos q, Real.sin q⟩).im = -(r * Real.sin q) := by simp
  have hn : (1 - r * Real.cos q) * (1 - r * Real.cos q)
      + -(r * Real.sin q) * -(r * Real.sin q) = 1 - 2 * r * Real.cos q + r ^ 2 := by
    linear_combination r ^ 2 * Real.sin_sq_add_cos_sq q
  rw [hω, one_div, Complex.inv_re, Complex.normSq_apply, hre, him, hn, poisson, div_eq_iff hD]
  linear_combination -2 * div_mul_cancel₀ (1 - r * Real.cos q) hD

/-- Sum of the Poisson kernel over a Gamma-centred mesh of `N ≥ 1` points, for `0 < r < 1`. -/
theorem sum_poisson {r : ℝ} (hr : 0 < r) (hr1 : r < 1) {N : ℕ} (hN : N ≠ 0) :
    ∑ m ∈ Finset.range N, poisson r (2 * π * m / N) = N * (1 + r ^ N) / (1 - r ^ N) := by
  have e : 1 - r ^ N ≠ 0 := (sub_pos.2 (pow_lt_one₀ hr.le hr1 hN)).ne'
  have eC : 1 - (r : ℂ) ^ N ≠ 0 := by exact_mod_cast e
  have h1 : ∀ m ∈ Finset.range N, poisson r (2 * π * m / N)
      = 2 * (1 / (1 - (r : ℂ) * Complex.exp (2 * π * Complex.I / N) ^ m)).re - 1 := by
    intro m _
    rw [poisson_eq_re hr hr1, ← Complex.exp_nat_mul]
    congr 6
    push_cast
    ring
  have h2 : (N : ℂ) / (1 - (r : ℂ) ^ N) = ((N / (1 - r ^ N) : ℝ) : ℂ) := by simp
  rw [Finset.sum_congr rfl h1, Finset.sum_sub_distrib, ← Finset.mul_sum, ← Complex.re_sum,
    sum_resolvent hN (Complex.isPrimitiveRoot_exp N hN) eC, h2, Complex.ofReal_re,
    Finset.sum_const, Finset.card_range, nsmul_eq_mul, eq_div_iff e]
  linear_combination 2 * div_mul_cancel₀ (N : ℝ) e

/-- The Poisson kernel with `0 < r < 1` integrates to `2π` over the Brillouin zone. -/
theorem integral_poisson {r : ℝ} (hr : 0 < r) (hr1 : r < 1) :
    ∫ q in (0 : ℝ)..(2 * π), poisson r q = 2 * π := by
  have hF : ∀ q : ℝ, HasDerivAt
      (fun q => q + 2 * Real.arctan (r * Real.sin q / (1 - r * Real.cos q))) (poisson r q) q := by
    intro q
    have hD := (denom_pos hr hr1 q).ne'
    have hE : 1 - r * Real.cos q ≠ 0 := by
      nlinarith [mul_nonneg hr.le (sub_nonneg.2 (Real.cos_le_one q))]
    have hn : HasDerivAt (fun q => r * Real.sin q) (r * Real.cos q) q :=
      (Real.hasDerivAt_sin q).const_mul r
    have hd : HasDerivAt (fun q => 1 - r * Real.cos q) (r * Real.sin q) q :=
      (((Real.hasDerivAt_cos q).const_mul r).const_sub 1).congr_deriv (by ring)
    refine ((hasDerivAt_id' q).fun_add ((hn.fun_div hd hE).arctan.const_mul 2)).congr_deriv ?_
    show 1 + 2 * (1 / (1 + (r * Real.sin q / (1 - r * Real.cos q)) ^ 2) *
      ((r * Real.cos q * (1 - r * Real.cos q) - r * Real.sin q * (r * Real.sin q))
        / (1 - r * Real.cos q) ^ 2)) = poisson r q
    have h1 : 1 + (r * Real.sin q / (1 - r * Real.cos q)) ^ 2
        = (1 - 2 * r * Real.cos q + r ^ 2) / (1 - r * Real.cos q) ^ 2 := by
      rw [eq_div_iff (pow_ne_zero 2 hE), add_mul, div_pow, div_mul_cancel₀ _ (pow_ne_zero 2 hE)]
      linear_combination r ^ 2 * Real.sin_sq_add_cos_sq q
    have h2 : r * Real.cos q * (1 - r * Real.cos q) - r * Real.sin q * (r * Real.sin q)
        = r * Real.cos q - r ^ 2 := by
      linear_combination -r ^ 2 * Real.sin_sq_add_cos_sq q
    have aux : ∀ D E x : ℝ, D ≠ 0 → E ≠ 0 → 1 / (D / E ^ 2) * (x / E ^ 2) = x / D := by
      intro D E x hD hE
      field_simp
    rw [h1, h2, aux _ _ _ hD hE, poisson, eq_div_iff hD]
    linear_combination 2 * div_mul_cancel₀ (r * Real.cos q - r ^ 2) hD
  have hc : Continuous (poisson r) :=
    Continuous.div continuous_const (by fun_prop) (fun q => (denom_pos hr hr1 q).ne')
  exact (intervalIntegral.integral_eq_sub_of_hasDerivAt (fun q _ => hF q)
    (hc.intervalIntegrable _ _)).trans (by simp)

/-- Exact mean-square displacement on a Gamma-centred mesh of `N ≥ 1` points, for `k > 0` and a
root `r` in (0,1) of the characteristic equation. -/
theorem meshDisplacement_eq {g k r : ℝ} (T : ℝ) (hk : 0 < k) (hr : 0 < r) (hr1 : r < 1)
    (h : k * r ^ 2 - (g + 2 * k) * r + k = 0) {N : ℕ} (hN : N ≠ 0) :
    meshDisplacement T g k N
      = T * (1 + r ^ N) / ((1 - r ^ N) * √(g ^ 2 + 4 * g * k)) := by
  have hS : √(g ^ 2 + 4 * g * k) ≠ 0 := by
    rw [sqrt_eq hk hr hr1 h]
    exact (div_pos (mul_pos hk (by nlinarith)) hr).ne'
  have e : 1 - r ^ N ≠ 0 := (sub_pos.2 (pow_lt_one₀ hr.le hr1 hN)).ne'
  have hN' : (N : ℝ) ≠ 0 := Nat.cast_ne_zero.2 hN
  have aux : ∀ S a b M : ℝ, S ≠ 0 → b ≠ 0 → M ≠ 0 →
      T / S * (M * a / b) / M = T * a / (b * S) := by
    intro S a b M hS hb hM
    field_simp
  rw [meshDisplacement, Finset.sum_congr rfl (fun m _ => mode_eq_poisson T _ hk hr hr1 h),
    ← Finset.mul_sum, sum_poisson hr hr1 hN]
  exact aux _ _ _ _ hS e hN'

/-- Exact mean-square displacement of the infinite chain with positive pinning and springs. -/
theorem bulkDisplacement_eq {g k : ℝ} (T : ℝ) (hg : 0 < g) (hk : 0 < k) :
    bulkDisplacement T g k = T / √(g ^ 2 + 4 * g * k) := by
  obtain ⟨hr, hr1, h⟩ := decayFactor_spec hg hk
  have hpi : 2 * π ≠ 0 := by positivity
  simp only [bulkDisplacement, mode_eq_poisson T _ hk hr hr1 h]
  rw [intervalIntegral.integral_const_mul, integral_poisson hr hr1, mul_comm, mul_assoc,
    mul_one_div_cancel hpi, mul_one]

/-- At positive temperature, pinning and spring constant, every Gamma-centred mesh of `N ≥ 1`
points overestimates the displacement of the infinite chain, by an error at most exponentially
small in `N`. -/
theorem mesh_overestimates {T g k : ℝ} (hT : 0 < T) (hg : 0 < g) (hk : 0 < k)
    {N : ℕ} (hN : N ≠ 0) :
    bulkDisplacement T g k < meshDisplacement T g k N ∧
      meshDisplacement T g k N - bulkDisplacement T g k
        ≤ 2 * bulkDisplacement T g k / (1 - decayFactor g k) * decayFactor g k ^ N := by
  obtain ⟨hr, hr1, h⟩ := decayFactor_spec hg hk
  rw [meshDisplacement_eq T hk hr hr1 h hN, bulkDisplacement_eq T hg hk]
  have hS : 0 < √(g ^ 2 + 4 * g * k) := Real.sqrt_pos.2 (by positivity)
  have hx : 0 < decayFactor g k ^ N := pow_pos hr N
  have hxr : decayFactor g k ^ N ≤ decayFactor g k := pow_le_of_le_one hr.le hr1.le hN
  generalize √(g ^ 2 + 4 * g * k) = S at *
  generalize decayFactor g k ^ N = x at *
  have h1x : 0 < 1 - x := by linarith
  have hB : 0 < T / S := div_pos hT hS
  -- the exact finite-mesh error
  have herr : T * (1 + x) / ((1 - x) * S) - T / S = 2 * (T / S) * (x / (1 - x)) := by
    have hx' := h1x.ne'
    have hS' := hS.ne'
    field_simp
    ring
  constructor
  · have := mul_pos (mul_pos two_pos hB) (div_pos hx h1x)
    linarith
  · rw [herr]
    calc 2 * (T / S) * (x / (1 - x))
        ≤ 2 * (T / S) * (x / (1 - decayFactor g k)) :=
          mul_le_mul_of_nonneg_left
            (div_le_div_of_nonneg_left hx.le (sub_pos.2 hr1) (by linarith)) (by positivity)
      _ = 2 * (T / S) / (1 - decayFactor g k) * x := by ring

end

end PinnedChain
```

```lean
#print axioms PinnedChain.force_planeWave
-- 'PinnedChain.force_planeWave' depends on axioms: [propext, Classical.choice, Quot.sound]
#print axioms PinnedChain.meshDisplacement_eq
-- 'PinnedChain.meshDisplacement_eq' depends on axioms: [propext, Classical.choice, Quot.sound]
#print axioms PinnedChain.mesh_overestimates
-- 'PinnedChain.mesh_overestimates' depends on axioms: [propext, Classical.choice, Quot.sound]
```

## Algebra of the root and the kernel

`force_planeWave` expands the two neighbouring cosines by the addition theorem and finishes with `ring`. `decayFactor_spec` obtains the bounds $g<S<g+2k$ with `nlinarith`, then verifies the quadratic from $S^2=g^2+4gk$.

`denom_pos` shows $D(q)>0$, using $D(q)=(1-r)^2+2r(1-\cos q)$. `sqrt_eq` proves $S=k(1-r^2)/r$ by writing $S^2$ as a square and taking its nonnegative root. `mode_eq_poisson` combines these facts into the factorisation of $T/K(q)$. The `linear_combination` steps state which multiples of the known equations yield the desired one.

## Summation, integration and comparison

`sum_resolvent` works with any primitive $N$-th root of unity. It expands each resolvent, exchanges the sums with `Finset.sum_comm`, and keeps only $j=0$ through `Finset.sum_eq_single`. `poisson_eq_re` supplies the real-part identity, and `sum_poisson` applies both to $\zeta=e^{2\pi i/N}$.

`integral_poisson` differentiates the arctangent expression, checks that the kernel is continuous, and applies the fundamental theorem of calculus. `meshDisplacement_eq` and `bulkDisplacement_eq` then pull out the factor $T/S$ and insert the sum and the integral.

In `mesh_overestimates`, `generalize` replaces $S$ and $r^N$ by single letters. The step `herr` is the exact error formula. Its positivity gives the strict inequality, and the `calc` block replaces $1-r^N$ by $1-r$, which is no larger.
